# Holes with equal charge and Coulomb exchange energy can differ in Yukawa exchange energy

An exchange hole is modelled here by finitely many shells around the reference electron, not by a continuous density. Shell \(i\) has distance \(u_i\) and charge \(q_i\). The index type `ι` is finite, and two holes being compared share the same shells. Hole charge is counted as positive, so a normalised hole has \(\sum_i q_i=1\), although the general theorems require neither normalisation nor \(q_i\ge0\).

In Lean 4 with Mathlib:

```lean
import Mathlib

open Finset

namespace ScreenedExchangeOrdering

noncomputable section

variable {ι : Type*} [Fintype ι]
```

For an interaction \(s(r)/r\) with screening factor \(s\), and shell charges or charge differences \(d_i\), define

\[
S_s[d]=\sum_i \frac{d_i\,s(u_i)}{u_i}.
\]

```lean
/-- Sum over shells of charge `d i` times the screened interaction `s r / r` at the
shell distance `r = u i`; the distances are meant to be nonzero. -/
def screenedSum (s : ℝ → ℝ) (u d : ι → ℝ) : ℝ := ∑ i, d i * s (u i) / u i
```

In atomic units, the exchange energy per electron is \(E_s[q]=-\tfrac12 S_s[q]\). The bare Coulomb case is \(s=1\).

```lean
/-- Exchange energy per electron of a hole with charges `q i` at nonzero distances `u i`,
for the interaction `s r / r`; the bare Coulomb case is `s = 1`. -/
def exchangeEnergy (s : ℝ → ℝ) (u q : ι → ℝ) : ℝ := -(1 / 2) * screenedSum s u q
```

Yukawa screening uses \(s(r)=e^{-kr}\), where \(1/k\) is the screening length for \(k>0\).

```lean
/-- The Yukawa screening factor `exp (-k r)`. -/
def yukawa (k r : ℝ) : ℝ := Real.exp (-(k * r))
```

For two distances \(a\) and \(b\), the scaled gap between \(s\) and its chord is

\[
g(r)=(b-a)s(r)-(b-r)s(a)-(r-a)s(b).
\]

```lean
/-- The difference between `s` and its chord through `a` and `b`, evaluated at `r` and
multiplied by `b - a`. -/
def chordGap (s : ℝ → ℝ) (a b r : ℝ) : ℝ :=
  (b - a) * s r - (b - r) * s a - (r - a) * s b
```

## (a) A convex factor at three distances

Let \(s\) be convex on \((0,\infty)\) and \(0<x<y<z\). Show that

\[
(z-x)s(y)\le(z-y)s(x)+(y-x)s(z).
\]

Convexity makes adjacent slopes increase:

\[
\frac{s(y)-s(x)}{y-x}\le\frac{s(z)-s(y)}{z-y}.
\]

Multiply by \((y-x)(z-y)>0\) and collect \(s(y)\), whose coefficient is \((z-y)+(y-x)=z-x\). In the code, `rw` clears the denominators and `nlinarith` collects the terms.

```lean
/-- A screening factor convex on positive distances lies on or below its chord between the
end points. -/
theorem three_point {s : ℝ → ℝ} (hs : ConvexOn ℝ (Set.Ioi 0) s) {x y z : ℝ}
    (hx : 0 < x) (hxy : x < y) (hyz : y < z) :
    (z - x) * s y ≤ (z - y) * s x + (y - x) * s z := by
  have hz : 0 < z := by linarith
  have h := hs.slope_mono_adjacent (Set.mem_Ioi.2 hx) (Set.mem_Ioi.2 hz) hxy hyz
  rw [div_le_iff₀ (sub_pos.2 hxy), div_mul_eq_mul_div, le_div_iff₀ (sub_pos.2 hyz)] at h
  nlinarith [h]
```

## (b) The strict gap

Let \(s\) be strictly convex on \((0,\infty)\) and \(0<a<r<b\). Show that \(g(r)<0\).

The slopes from \(a\) to \(r\) and from \(r\) to \(b\) now increase strictly. Clearing denominators as in (a) gives \((b-a)s(r)<(b-r)s(a)+(r-a)s(b)\).

```lean
/-- A screening factor strictly convex on positive distances lies strictly below its chord
between two positive distances `a` and `b`. -/
theorem chordGap_neg {s : ℝ → ℝ} (hs : StrictConvexOn ℝ (Set.Ioi 0) s) {a b r : ℝ}
    (ha : 0 < a) (har : a < r) (hrb : r < b) : chordGap s a b r < 0 := by
  have hb : 0 < b := by linarith
  have h := hs.slope_strict_mono_adjacent (Set.mem_Ioi.2 ha) (Set.mem_Ioi.2 hb) har hrb
  rw [div_lt_iff₀ (sub_pos.2 har), div_mul_eq_mul_div, lt_div_iff₀ (sub_pos.2 hrb)] at h
  unfold chordGap
  nlinarith [h]
```

## (c) Removing the chord

Let all \(u_i>0\), \(\sum_i d_i=0\) (equal hole charges) and \(\sum_i d_i/u_i=0\) (equal Coulomb energies). Show that

\[
\sum_i\frac{d_i}{u_i}\,g(u_i)=(b-a)\,S_s[d].
\]

Expanding the gap gives

\[
\frac{d_i}{u_i}g(u_i)=(b-a)\frac{d_i s(u_i)}{u_i}-\bigl(b\,s(a)-a\,s(b)\bigr)\frac{d_i}{u_i}+\bigl(s(a)-s(b)\bigr)d_i .
\]

This is `key`. After summation, the Coulomb condition removes the second term and the charge condition the third.

```lean
/-- If the charge differences have zero total charge and zero Coulomb sum on shells at positive
distances, then the sum of `d i / u i` times the chord gap at `u i` equals `b - a` times the
screened sum. -/
theorem sum_chordGap (s : ℝ → ℝ) (a b : ℝ) {u d : ι → ℝ} (hu : ∀ i, 0 < u i)
    (h0 : ∑ i, d i = 0) (h1 : ∑ i, d i / u i = 0) :
    ∑ i, d i / u i * chordGap s a b (u i) = (b - a) * screenedSum s u d := by
  have key : ∀ i, d i / u i * chordGap s a b (u i) =
      (b - a) * (d i * s (u i) / u i) - (b * s a - a * s b) * (d i / u i)
        + (s a - s b) * d i := by
    intro i
    have e : d i / u i * u i = d i := div_mul_cancel₀ _ (hu i).ne'
    unfold chordGap
    linear_combination (s a - s b) * e
  rw [Finset.sum_congr rfl (fun i _ => key i), Finset.sum_add_distrib,
    Finset.sum_sub_distrib, ← Finset.mul_sum, ← Finset.mul_sum, ← Finset.mul_sum, h0, h1]
  unfold screenedSum
  ring
```

## (d) The sign of the screened sum

Keep the conditions of (c), with \(s\) convex on \((0,\infty)\) and \(0<a<b\). Assume that \(d_i\le0\) when \(a<u_i<b\) and \(d_i\ge0\) otherwise. Show that, for every shell \(i\),

\[
\frac{d_i}{u_i}g(u_i)\ge0,\qquad\text{and}\qquad S_s[d]\ge0 .
\]

Apply (a) to three orderings, with \(r=u_i\):

- \(a<r<b\) gives \(g(r)\le0\).
- \(r<a<b\) gives \(g(r)\ge0\).
- \(a<b<r\) gives \(g(r)\ge0\).

At \(r=a\) and \(r=b\) the gap is zero. Thus \(d_i\) and \(g(u_i)\) never have opposite signs, which is `term`. Sum over shells, use (c) and divide by \(b-a>0\). The formal theorem takes a shell `i` as an argument; with no shells the sum is simply zero.

```lean
/-- Let charge differences on shells at positive distances have zero total charge and zero Coulomb
sum, be nonpositive strictly between `a` and `b` and nonnegative elsewhere, with `0 < a < b`. Then,
for every screening factor convex on positive distances and every shell `i`, `d i / u i` times the
chord gap at `u i` is nonnegative, and so is the screened sum. -/
theorem screenedSum_nonneg {s : ℝ → ℝ} (hs : ConvexOn ℝ (Set.Ioi 0) s) {a b : ℝ}
    (ha : 0 < a) (hab : a < b) {u d : ι → ℝ} (hu : ∀ i, 0 < u i)
    (h0 : ∑ i, d i = 0) (h1 : ∑ i, d i / u i = 0)
    (hin : ∀ i, a < u i → u i < b → d i ≤ 0)
    (hout : ∀ i, u i ≤ a ∨ b ≤ u i → 0 ≤ d i) (i : ι) :
    0 ≤ d i / u i * chordGap s a b (u i) ∧ 0 ≤ screenedSum s u d := by
  -- charge difference and chord gap never have opposite signs on a shell
  have term : ∀ j, 0 ≤ d j / u j * chordGap s a b (u j) := by
    intro j
    rcases le_or_gt (u j) a with h | h
    · refine mul_nonneg (div_nonneg (hout j (Or.inl h)) (hu j).le) ?_
      unfold chordGap
      rcases h.eq_or_lt with h | h
      · rw [h]
        apply le_of_eq
        ring
      · nlinarith [three_point hs (hu j) h hab]
    · rcases le_or_gt b (u j) with h' | h'
      · refine mul_nonneg (div_nonneg (hout j (Or.inr h')) (hu j).le) ?_
        unfold chordGap
        rcases h'.eq_or_lt with h' | h'
        · rw [← h']
          apply le_of_eq
          ring
        · nlinarith [three_point hs ha hab h']
      · refine mul_nonneg_of_nonpos_of_nonpos
          (div_nonpos_of_nonpos_of_nonneg (hin j h h') (hu j).le) ?_
        unfold chordGap
        nlinarith [three_point hs ha h h']
  refine ⟨term i, ?_⟩
  have hsum := Finset.sum_nonneg (fun j (_ : j ∈ Finset.univ) => term j)
  rw [sum_chordGap s a b hu h0 h1] at hsum
  exact (mul_nonneg_iff_of_pos_left (sub_pos.2 hab)).1 hsum
```

## (e) When the sum is strictly positive

Under the conditions of (d), let \(s\) be strictly convex and \(d\ne0\). Show that \(S_s[d]>0\).

If no \(d_i\) were negative, zero total charge would make them all vanish. So some \(d_i<0\), and the sign condition places that shell strictly between \(a\) and \(b\). Its term is positive by (b), the others are nonnegative by (d), and (c) finishes the argument.

```lean
/-- Let charge differences on shells at positive distances, not all zero, have zero total charge and
zero Coulomb sum, be nonpositive strictly between `a` and `b` and nonnegative elsewhere, with
`0 < a < b`. Then their screened sum is strictly positive for every screening factor strictly convex
on positive distances. -/
theorem screenedSum_pos {s : ℝ → ℝ} (hs : StrictConvexOn ℝ (Set.Ioi 0) s) {a b : ℝ}
    (ha : 0 < a) (hab : a < b) {u d : ι → ℝ} (hu : ∀ i, 0 < u i)
    (h0 : ∑ i, d i = 0) (h1 : ∑ i, d i / u i = 0)
    (hin : ∀ i, a < u i → u i < b → d i ≤ 0)
    (hout : ∀ i, u i ≤ a ∨ b ≤ u i → 0 ≤ d i) (hd : d ≠ 0) :
    0 < screenedSum s u d := by
  -- since `d ≠ 0`, zero total charge forces a shell with negative charge difference
  have hneg : ∃ i, d i < 0 := by
    by_contra hcon
    push Not at hcon
    exact hd (funext fun i =>
      (Finset.sum_eq_zero_iff_of_nonneg (fun j _ => hcon j)).1 h0 i (Finset.mem_univ i))
  obtain ⟨i, hi⟩ := hneg
  have hai : a < u i := lt_of_not_ge fun h => absurd (hout i (Or.inl h)) (not_le_of_gt hi)
  have hib : u i < b := lt_of_not_ge fun h => absurd (hout i (Or.inr h)) (not_le_of_gt hi)
  have hsum : 0 < ∑ j, d j / u j * chordGap s a b (u j) :=
    Finset.sum_pos'
      (fun j _ => (screenedSum_nonneg hs.convexOn ha hab hu h0 h1 hin hout j).1)
      ⟨i, Finset.mem_univ i, mul_pos_of_neg_of_neg (div_neg_of_neg_of_pos hi (hu i))
        (chordGap_neg hs ha hai hib)⟩
  rw [sum_chordGap s a b hu h0 h1] at hsum
  exact (mul_pos_iff_of_pos_left (sub_pos.2 hab)).1 hsum
```

## (f) Yukawa screening

For \(k>0\), distinct \(x,y>0\) and weights \(p,q>0\) with \(p+q=1\), show that

\[
e^{-k(px+qy)}<p\,e^{-kx}+q\,e^{-ky}.
\]

The left exponent is \(p(-kx)+q(-ky)\), and \(-kx\ne-ky\). Strict convexity of the exponential gives the claim, so (d) and (e) apply to Yukawa screening.

```lean
/-- The Yukawa factor with `k > 0` is strictly convex on positive distances. -/
theorem yukawa_strictConvex {k : ℝ} (hk : 0 < k) :
    StrictConvexOn ℝ (Set.Ioi 0) (yukawa k) := by
  refine ⟨convex_Ioi 0, fun x _ y _ hxy p q hp hq hpq => ?_⟩
  have hne : -(k * x) ≠ -(k * y) := fun h => hxy (mul_left_cancel₀ hk.ne' (neg_injective h))
  have h := strictConvexOn_exp.2 (Set.mem_univ _) (Set.mem_univ _) hne hp hq hpq
  simp only [smul_eq_mul, yukawa] at h ⊢
  have e : -(k * (p * x + q * y)) = p * -(k * x) + q * -(k * y) := by ring
  rw [e]
  exact h
```

## (g) Ordering two holes

Let \(p\ne q\) now be holes with equal total charge and equal Coulomb exchange energy, whose difference \(d=p-q\) has the sign pattern of (d). Write \(E_k\) for the Yukawa energy. Show that, for \(k>0\),

\[
E_k[p]<E_k[q].
\]

The two equalities give the conditions of (c), so (e) and (f) yield \(S_s[p]-S_s[q]>0\). The factor \(-\tfrac12\) reverses the inequality.

Within this finite-shell model, fitting a hole's charge and Coulomb energy does not fix its screened exchange energy, which matters when a model hole is carried over to a screened functional. The sign pattern is assumed, not derived from a wavefunction.

```lean
/-- Two different holes on the same shells at positive distances have equal total charge and
equal Coulomb exchange energy. If `p` has no more charge than `q` on each shell strictly
between `a` and `b`, and no less elsewhere, with `0 < a < b`, then for every `k > 0` the
Yukawa exchange energy of `p` is strictly lower. -/
theorem yukawa_exchange_lt {k a b : ℝ} (hk : 0 < k) (ha : 0 < a) (hab : a < b)
    {u p q : ι → ℝ} (hu : ∀ i, 0 < u i) (h0 : ∑ i, p i = ∑ i, q i)
    (h1 : exchangeEnergy (fun _ => 1) u p = exchangeEnergy (fun _ => 1) u q)
    (hin : ∀ i, a < u i → u i < b → p i ≤ q i)
    (hout : ∀ i, u i ≤ a ∨ b ≤ u i → q i ≤ p i) (hpq : p ≠ q) :
    exchangeEnergy (yukawa k) u p < exchangeEnergy (yukawa k) u q := by
  have c0 : ∑ i, (p - q) i = 0 := by
    simp only [Pi.sub_apply, Finset.sum_sub_distrib]
    linarith
  have c1 : ∑ i, (p - q) i / u i = 0 := by
    simp only [exchangeEnergy, screenedSum, mul_one] at h1
    simp only [Pi.sub_apply, sub_div, Finset.sum_sub_distrib]
    linarith
  have h := screenedSum_pos (yukawa_strictConvex hk) ha hab hu c0 c1
    (fun i hi hi' => sub_nonpos.2 (hin i hi hi')) (fun i hi => sub_nonneg.2 (hout i hi))
    (sub_ne_zero.2 hpq)
  simp only [screenedSum, Pi.sub_apply, sub_mul, sub_div, Finset.sum_sub_distrib] at h
  simp only [exchangeEnergy, screenedSum]
  linarith
```

## (h) Three shells

Put shells at distances 1, 2, 3, with \(p=(\tfrac14,0,\tfrac34)\) and \(q=(0,1,0)\). Show that both holes have unit charge and Coulomb energy \(-\tfrac14\), and that for every real \(k\)

\[
E_k[p]-E_k[q]=-\tfrac18e^{-k}(1-e^{-k})^2 .
\]

The charges sum to 1. Both Coulomb sums are \(\tfrac12\), since \(\tfrac14+\tfrac13\cdot\tfrac34=\tfrac12\). With \(x=e^{-k}\),

\[
-\tfrac12\left(\tfrac{x}{4}+\tfrac{x^3}{4}-\tfrac{x^2}{2}\right)=-\tfrac18x(1-x)^2 .
\]

The steps `e1`, `e2` and `e3` write the Yukawa factors as powers of \(x\), and `ring` does the factorisation.

```lean
/-- On shells at distances 1, 2, 3 the holes with charges (1/4, 0, 3/4) and (0, 1, 0) both
have unit charge and Coulomb exchange energy -1/4, and their Yukawa exchange energies differ
by the stated closed form. -/
theorem yukawa_exchange_witness (k : ℝ) :
    let u : Fin 3 → ℝ := ![1, 2, 3]
    let p : Fin 3 → ℝ := ![1 / 4, 0, 3 / 4]
    let q : Fin 3 → ℝ := ![0, 1, 0]
    ∑ i, p i = 1 ∧ ∑ i, q i = 1 ∧
    exchangeEnergy (fun _ => 1) u p = -1 / 4 ∧ exchangeEnergy (fun _ => 1) u q = -1 / 4 ∧
    exchangeEnergy (yukawa k) u p - exchangeEnergy (yukawa k) u q =
      -(1 / 8) * Real.exp (-k) * (1 - Real.exp (-k)) ^ 2 := by
  intro u p q
  have e1 : yukawa k 1 = Real.exp (-k) := by simp [yukawa]
  have e2 : yukawa k 2 = Real.exp (-k) * Real.exp (-k) := by
    rw [yukawa, ← Real.exp_add]
    congr 1
    ring
  have e3 : yukawa k 3 = Real.exp (-k) * Real.exp (-k) * Real.exp (-k) := by
    rw [yukawa, ← Real.exp_add, ← Real.exp_add]
    congr 1
    ring
  refine ⟨?_, ?_, ?_, ?_, ?_⟩
  · norm_num [p, Fin.sum_univ_succ]
  · norm_num [q, Fin.sum_univ_succ]
  · norm_num [exchangeEnergy, screenedSum, u, p, Fin.sum_univ_succ]
  · norm_num [exchangeEnergy, screenedSum, u, q, Fin.sum_univ_succ]
  · simp only [exchangeEnergy, screenedSum, Fin.sum_univ_three, u, p, q, Matrix.cons_val]
    rw [e1, e2, e3]
    ring

end

end ScreenedExchangeOrdering
```

```lean
#print axioms ScreenedExchangeOrdering.yukawa_exchange_lt
-- 'ScreenedExchangeOrdering.yukawa_exchange_lt' depends on axioms: [propext, Classical.choice, Quot.sound]
```
